# A continuous, nowhere-vanishing amplitude on the momentum plane has a continuous logarithm along any bounded continuous map of momenta

The lemma takes a continuous complex amplitude `f` on the plane of momenta, nowhere zero, and a continuous map `p` of the plane into itself whose values stay within a bound `R`. It states that there is a continuous complex function `g` with exp(g(k)) = f(p(k)) for every k, so that the modulus and phase of the amplitude along `p` are carried by one continuous exponent. No Hamiltonian enters, `f` need not be normalised, and `g` is not claimed to be periodic. The proof cuts the ray from the origin to p(k) into `N` equal steps, so short that the ratio of successive values of `f` stays within distance 1 of 1, where the principal logarithm is continuous. It then adds the logarithms of these ratios to that of f(0), and the exponential of the sum telescopes to f(p(k)).

An attempt in Lean 4 with a fault in it:

```lean
import Mathlib

open scoped ComplexConjugate Real

namespace DiracPointProtection

noncomputable section

/-- A nowhere vanishing continuous amplitude has a continuous logarithm along any continuous
bounded parametrisation of momenta. -/
theorem exists_continuous_log {f : ℝ × ℝ → ℂ} (hf : Continuous f) (h0 : ∀ k, f k ≠ 0)
    (R : ℝ) {p : ℝ × ℝ → ℝ × ℝ} (hp : Continuous p) (hR : ∀ k, ‖p k‖ ≤ R) :
    ∃ g : ℝ × ℝ → ℂ, Continuous g ∧ ∀ k, Complex.exp (g k) = f (p k) := by
  have hR0 : 0 ≤ R := (norm_nonneg _).trans (hR 0)
  have hK : IsCompact (Metric.closedBall (0 : ℝ × ℝ) R) := isCompact_closedBall _ _
  obtain ⟨k0, -, hk0⟩ := hK.exists_isMinOn ⟨0, Metric.mem_closedBall_self hR0⟩
    hf.norm.continuousOn
  obtain ⟨δ, hδ, hu⟩ := Metric.uniformContinuousOn_iff.mp
    (hK.uniformContinuousOn_of_continuous hf.continuousOn) ‖f k0‖ (norm_pos_iff.mpr (h0 k0))
  obtain ⟨N, hN⟩ := exists_nat_gt (R / δ)
  have hNpos : (0 : ℝ) < N := lt_of_le_of_lt (by positivity) hN
  have hN' := (div_lt_iff₀ hδ).mp hN
  -- sample the amplitude at `N` steps along the ray from the origin
  let a : ℕ → ℝ × ℝ → ℂ := fun j k => f (((j : ℝ) / N) • p k)
  have ha : ∀ j, Continuous (a j) := fun j => hf.comp (hp.const_smul _)
  have ha0 : ∀ j k, a j k ≠ 0 := fun j k => h0 _
  have mem : ∀ j : ℕ, j ≤ N → ∀ k, ((j : ℝ) / N) • p k ∈ Metric.closedBall (0 : ℝ × ℝ) R := by
    intro j hj k
    have h1 : (j : ℝ) / N ≤ 1 := (div_le_one hNpos).mpr (by exact_mod_cast hj)
    rw [mem_closedBall_zero_iff, norm_smul, Real.norm_of_nonneg (by positivity)]
    calc (j : ℝ) / N * ‖p k‖ ≤ 1 * R := mul_le_mul h1 (hR k) (norm_nonneg _) zero_le_one
      _ = R := one_mul R
  have slit : ∀ j : ℕ, j < N → ∀ k, a (j + 1) k / a j k ∈ Complex.slitPlane := by
    intro j hj k
    have hd : dist ((((j + 1 : ℕ) : ℝ) / N) • p k) (((j : ℝ) / N) • p k) < δ := by
      rw [dist_eq_norm, ← sub_smul, norm_smul,
        show ((j + 1 : ℕ) : ℝ) / N - (j : ℝ) / N = 1 / N by push_cast; ring,
        Real.norm_of_nonneg (by positivity)]
      calc 1 / (N : ℝ) * ‖p k‖ ≤ 1 / N * R :=
            mul_le_mul_of_nonneg_left (hR k) (by positivity)
        _ = R / N := by ring
        _ < δ := (div_lt_iff₀ hNpos).mpr (by linarith)
    have h1 : dist (a (j + 1) k) (a j k) < ‖f k0‖ :=
      hu _ (mem (j + 1) hj k) _ (mem j hj.le k) hd
    have h2 : ‖a (j + 1) k - a j k‖ < ‖a j k‖ := by
      rw [← dist_eq_norm]
      exact h1.trans_le (isMinOn_iff.mp hk0 _ (mem j hj.le k))
    have h3 : ‖a (j + 1) k / a j k - 1‖ < 1 := by
      rw [div_sub_one (ha0 j k), norm_div]
      exact (div_lt_one (norm_pos_iff.mpr (ha0 j k))).mpr h2
    have h4 := (abs_le.mp (Complex.abs_re_le_norm (a (j + 1) k / a j k - 1))).1
    rw [Complex.sub_re, Complex.one_re] at h4
    exact Complex.mem_slitPlane_iff.mpr (Or.inl (by linarith))
  -- the exponentials of the summed logarithms telescope
  have cancel : ∀ x y : ℂ, x ≠ 0 → x * (y / x) = y := by
    intro x y hx
    field_simp
  have tel : ∀ (n : ℕ) k, Complex.exp (Complex.log (f 0) +
      ∑ j ∈ Finset.range n, Complex.log (a (j + 1) k / a j k)) = a n k := by
    intro n k
    induction n with
    | zero => simp [a, Complex.exp_log (h0 0)]
    | succ n ih =>
      rw [Finset.sum_range_succ, ← add_assoc, Complex.exp_add, ih,
        Complex.exp_log (div_ne_zero (ha0 _ k) (ha0 _ k)), cancel _ _ (ha0 n k)]
  refine ⟨fun k => Complex.log (f 0) +
    ∑ j ∈ Finset.range N, Complex.log (a (j + 1) k / a j k), ?_, fun k => ?_⟩
  · exact continuous_const.add (continuous_finset_sum _ fun j hj =>
      ((ha (j + 1)).div (ha j) (ha0 j)).clog (slit j (Finset.mem_range.mp hj)))
  · refine (tel N k).trans ?_
    show f (((N : ℝ) / N) • p k) = f (p k)
    rw [div_self hNpos.ne', one_smul]

end

end DiracPointProtection
```

Messages:

```
Main.lean:25:54: error: Application type mismatch: The argument
  Continuous.const_smul hp ?m.221
has type
  Continuous (?m.221 • p)
but is expected to have type
  Continuous fun k => (↑j / ↑N) • p k
in the application
  Continuous.comp hf (Continuous.const_smul hp ?m.221)
```

What went wrong. The error lies in `ha`, the continuity of each sampled amplitude `a j`. There `hf.comp` expects a proof that `fun k => (↑j / ↑N) • p k` is continuous, but `hp.const_smul _` gives the continuity of `?m.221 • p`, in which the function `p` is scaled as a whole by a number not yet known. With the scalar `j / N` the two are the same function, but one is written as a multiple of `p` and the other point by point, and Lean did not match them while it still had to find the scalar.

The repair first states the continuity as `hj`, in the pointwise form and with the scalar written out, and proves it by `fun_prop`. `hf.comp hj` then receives an argument of the form it expects.

The change from `continuous_finset_sum` to `continuous_finsetSum` is mere tidying: the error does not concern it, and the argument there is the same.

After these edits no error is left:

```diff
@@ -23,5 +23,8 @@
   -- sample the amplitude at `N` steps along the ray from the origin
   let a : ℕ → ℝ × ℝ → ℂ := fun j k => f (((j : ℝ) / N) • p k)
-  have ha : ∀ j, Continuous (a j) := fun j => hf.comp (hp.const_smul _)
+  have ha : ∀ j, Continuous (a j) := by
+    intro j
+    have hj : Continuous fun k => ((j : ℝ) / N) • p k := by fun_prop
+    exact hf.comp hj
   have ha0 : ∀ j k, a j k ≠ 0 := fun j k => h0 _
   have mem : ∀ j : ℕ, j ≤ N → ∀ k, ((j : ℝ) / N) • p k ∈ Metric.closedBall (0 : ℝ × ℝ) R := by
@@ -66,5 +69,5 @@
   refine ⟨fun k => Complex.log (f 0) +
     ∑ j ∈ Finset.range N, Complex.log (a (j + 1) k / a j k), ?_, fun k => ?_⟩
-  · exact continuous_const.add (continuous_finset_sum _ fun j hj =>
+  · exact continuous_const.add (continuous_finsetSum _ fun j hj =>
       ((ha (j + 1)).div (ha j) (ha0 j)).clog (slit j (Finset.mem_range.mp hj)))
   · refine (tel N k).trans ?_
```
